# The heat operator exp(s D²) acts linearly on polynomials

The declaration `heat_linear` states that exp(s D²)(a p + q) = a exp(s D²) p + exp(s D²) q, where D is the derivative in one variable, p and q are polynomials with rational coefficients, and s and a are any rational numbers. For s ≥ 0 the operator is the heat flow, or equally the imaginary-time evolution of a free particle in one dimension; the polynomials stand here as formal functions, not as normalisable states. On a polynomial the exponential series is a finite sum, which `heat` cuts off at a length depending on the degree. The attempt first brings all three sums to one common length, by `heat_eq_heatSum`, and then compares them term by term.

An attempt in Lean 4 with a fault in it:

```lean
import Mathlib

open Polynomial

namespace HeatLinear

noncomputable section

/-- The first `N` terms of the exponential series of `s D²`, applied to the polynomial `p`. -/
def heatSum (s : ℚ) (N : ℕ) (p : ℚ[X]) : ℚ[X] :=
  ∑ k ∈ Finset.range N, C (s ^ k / (k.factorial : ℚ)) * derivative^[2 * k] p

/-- The operator `exp (s D²)` on polynomials; the series is cut off at the degree of `p`. -/
def heat (s : ℚ) (p : ℚ[X]) : ℚ[X] := heatSum s (p.natDegree + 1) p

/-- Every cutoff above the degree of `p` gives the same value of `exp (s D²) p`. -/
theorem heat_eq_heatSum (s : ℚ) {p : ℚ[X]} {N : ℕ} (h : p.natDegree < N) :
    heat s p = heatSum s N p := by
  unfold heat heatSum
  apply Finset.sum_subset
  · intro k hk
    simp only [Finset.mem_range] at *
    omega
  · intro k _ hk
    simp only [Finset.mem_range] at hk
    have h0 : derivative^[2 * k] p = 0 := iterate_derivative_eq_zero (by omega)
    rw [h0, mul_zero]

/-- The operator `exp (s D²)` is linear. -/
theorem heat_linear (s a : ℚ) (p q : ℚ[X]) :
    heat s (C a * p + q) = C a * heat s p + heat s q := by
  have h : (C a * p + q).natDegree < p.natDegree + q.natDegree + 1 := by
    have h1 := natDegree_add_le (C a * p) q
    have h2 := natDegree_C_mul_le a p
    omega
  have hp : p.natDegree < p.natDegree + q.natDegree + 1 := by omega
  have hq : q.natDegree < p.natDegree + q.natDegree + 1 := by omega
  rw [heat_eq_heatSum s h, heat_eq_heatSum s hp, heat_eq_heatSum s hq]
  unfold heatSum
  rw [Finset.mul_sum, ← Finset.sum_add_distrib]
  refine Finset.sum_congr rfl fun k _ => ?_
  simp only [iterate_derivative_add, iterate_derivative_C_mul]
  ring

end

end HeatLinear
```

The error:

```
Main.lean:42:13: error(lean.unknownIdentifier): Unknown identifier `iterate_derivative_add`
Main.lean:42:2: error: `simp` made no progress
```

The mended proof, as a diff:

```diff
@@ -40,5 +40,5 @@
   rw [Finset.mul_sum, ← Finset.sum_add_distrib]
   refine Finset.sum_congr rfl fun k _ => ?_
-  simp only [iterate_derivative_add, iterate_derivative_C_mul]
+  rw [iterate_map_add (derivative : ℚ[X] →ₗ[ℚ] ℚ[X]), iterate_derivative_C_mul]
   ring
 
```

Cause. The first message says that Lean finds no lemma under the name `iterate_derivative_add`, which was to split the iterated derivative of a sum.

The second message follows from the first. Without that lemma, `simp only` is left with `iterate_derivative_C_mul`, which takes a constant out of an iterated derivative of a product `C a * p`. In the goal, the derivative acts on the whole sum `C a * p + q`, so the lemma matches nothing and `simp` makes no progress.

The repair uses the general lemma `iterate_map_add`, which says that iterates of an additive map are additive, and applies it to `derivative` as a ℚ-linear map. This splits the sum; `iterate_derivative_C_mul` then finds its product and takes out `C a`, and `ring` closes the goal. The diff also replaces `simp only` with `rw`, which does the two rewrites in that order; the messages do not show whether this change was needed as well.
